# The Gutzwiller factor as a sum over double-occupancy configurations weighted by g^|S|

Multiply out a Gutzwiller factor in the obvious way, and the weight it gives to a configuration is scattered over many terms. The factor is meant to multiply the amplitude of each configuration in a lattice electron state by g for every doubly occupied site. With D_i the operator that is 1 if site i is doubly occupied and 0 if not, it reads

∏ᵢ (1 + (g − 1) D_i).

Expanded in products of the D_i, a configuration with k doubly occupied sites receives 2^k contributions, with alternating signs when 0 ≤ g < 1. Sorted by configuration instead, it receives one, g^k. For pairwise commuting D_i on a finite set s of sites, the sorted form is

∏ᵢ (1 + (g − 1) D_i) = ∑_{S ⊆ s} g^|S| P_S,

where P_S is the product of D_i over the sites in S and of 1 − D_i over the rest of s.

In variational Monte Carlo this is the rule that the amplitude of an occupation-number configuration is multiplied by g^|S|, with S the set of its doubly occupied sites, here for a finite lattice and a purely on-site factor.

## Sites, operators and scalars

The sites are labelled by a type `ι`, the scalars form a commutative ring `R`, and the operators live in an algebra `A` over `R`, which may be noncommutative and of any dimension.

In Lean 4 with Mathlib:

```lean
import Mathlib

open Finset

namespace GutzwillerExpansion

noncomputable section

variable {ι R A : Type*} [DecidableEq ι] [CommRing R] [Ring A] [Algebra R A]
```

A configuration S is the set of doubly occupied sites; it does not distinguish empty from singly occupied ones. Site i contributes D_i if i ∈ S, and 1 − D_i otherwise.

```lean
/-- The factor of a configuration `S` at site `i`: `D i` if `i` lies in `S`,
and `1 - D i` otherwise. -/
def siteProj (D : ι → A) (S : Finset ι) (i : ι) : A :=
  if i ∈ S then D i else 1 - D i
```

The variational parameter g controls double occupancy: g = 1 leaves the state alone, and g = 0 removes double occupancy altogether. Textbooks mostly use one g; here each site may have its own g_i, and the factor of site i is

1 + (g_i − 1) D_i.

```lean
/-- The Gutzwiller factor of a single site, `1 + (g i - 1) D i`. -/
def siteFactor (D : ι → A) (g : ι → R) (i : ι) : A :=
  1 + (g i - 1) • D i
```

## Products that need no ordering

A product over an unordered set of operators is well defined if the factors commute pairwise, since every ordering then gives the same result. If D_i and D_j commute, so do D_i and 1 − D_j, and also 1 − D_i and 1 − D_j. The four cases of the proof are the four ways in which i and j can lie inside or outside S.

```lean
variable {D : ι → A}

/-- If the `D i` commute, the site factors of a configuration commute. -/
theorem siteProj_commute (hc : ∀ i j, Commute (D i) (D j)) (S : Finset ι) (i j : ι) :
    Commute (siteProj D S i) (siteProj D S j) := by
  have h := hc i j
  unfold siteProj
  split_ifs
  · exact h
  · exact (Commute.one_right _).sub_right h
  · exact (Commute.one_left _).sub_left h
  · exact (Commute.one_left _).sub_left ((Commute.one_right _).sub_right h)
```

The hypothesis `hc` says that all D_i commute pairwise, and it is what permits the definition

P(s, S) = ∏_{i ∈ s ∩ S} D_i · ∏_{i ∈ s \ S} (1 − D_i),

written P_S when s is fixed. Despite the name `configProj`, this need not be a projector while the D_i are only assumed to commute.

```lean
/-- The configuration operator `P_S` on the sites `s`: the product of `D i` over the sites
in `S` and of `1 - D i` over the other sites, for commuting `D i`. -/
def configProj (hc : ∀ i j, Commute (D i) (D j)) (s S : Finset ι) : A :=
  s.noncommProd (siteProj D S) (fun i _ j _ _ => siteProj_commute hc S i j)
```

The Gutzwiller factor on s is defined in the same way,

F(s) = ∏_{i ∈ s} (1 + (g_i − 1) D_i).

```lean
/-- The Gutzwiller factor on the sites `s`: the product of `1 + (g i - 1) D i`,
for commuting `D i`. -/
def gutzwiller (hc : ∀ i j, Commute (D i) (D j)) (g : ι → R) (s : Finset ι) : A :=
  s.noncommProd (siteFactor D g) (fun i _ j _ _ =>
    (Commute.one_left _).add_left
      (((Commute.one_right _).add_right ((hc i j).smul_right _)).smul_left _))
```

## Adding one site to the lattice

On the empty lattice both products are 1.

```lean
private theorem configProj_empty (hc : ∀ i j, Commute (D i) (D j)) (S : Finset ι) :
    configProj hc ∅ S = 1 :=
  Finset.noncommProd_empty _ _

omit [DecidableEq ι] in
private theorem gutzwiller_empty (hc : ∀ i j, Commute (D i) (D j)) (g : ι → R) :
    gutzwiller hc g ∅ = 1 :=
  Finset.noncommProd_empty _ _
```

A new site a ∉ s puts one more factor in front of each product.

```lean
private theorem configProj_insert (hc : ∀ i j, Commute (D i) (D j)) {s : Finset ι} {a : ι}
    (ha : a ∉ s) (S : Finset ι) :
    configProj hc (insert a s) S = siteProj D S a * configProj hc s S :=
  Finset.noncommProd_insert_of_notMem s a _ _ ha

private theorem gutzwiller_insert (hc : ∀ i j, Commute (D i) (D j)) (g : ι → R)
    {s : Finset ι} {a : ι} (ha : a ∉ s) :
    gutzwiller hc g (insert a s) = siteFactor D g a * gutzwiller hc g s :=
  Finset.noncommProd_insert_of_notMem s a _ _ ha
```

Whether S contains a site outside s makes no difference to P(s, S), since that site contributes no factor:

P(s, S ∪ {a}) = P(s, S) for a ∉ s.

```lean
private theorem configProj_outside (hc : ∀ i j, Commute (D i) (D j)) {s : Finset ι} {a : ι}
    (ha : a ∉ s) (S : Finset ι) :
    configProj hc s (insert a S) = configProj hc s S := by
  refine Finset.noncommProd_congr rfl (fun i hi => ?_) _
  have hia : i ≠ a := fun h => ha (h ▸ hi)
  simp [siteProj, Finset.mem_insert, hia]
```

## The expansion

The factor of the new site splits into a part for a site that is not doubly occupied and a part for one that is:

1 + (g_a − 1) D_a = (1 − D_a) + g_a D_a.

Suppose the expansion holds on s. For each S ⊆ s, multiplying its term by the new factor gives

(∏_{i ∈ S} g_i) (1 − D_a) P(s, S) + g_a (∏_{i ∈ S} g_i) D_a P(s, S).

The first part is the term of S on the larger lattice, and the second is the term of S ∪ {a}. Every configuration of the larger lattice arises exactly once in this way. In the proof, `Finset.sum_powerset_insert` splits the sum into configurations without and with a, `Finset.sum_add_distrib` pairs them, and `module` checks the remaining linear identity. Idempotence is not used.

```lean
/-- For commuting `D i` and site-dependent parameters `g i`, the Gutzwiller factor is the sum
over configurations `S` of the product of `g i` over `S`, times `P_S`. -/
theorem gutzwiller_site_expansion (hc : ∀ i j, Commute (D i) (D j)) (g : ι → R)
    (s : Finset ι) :
    gutzwiller hc g s = ∑ S ∈ s.powerset, (∏ i ∈ S, g i) • configProj hc s S := by
  induction s using Finset.induction_on with
  | empty => simp [gutzwiller_empty, configProj_empty]
  | insert a s ha ih =>
    -- configurations of the larger lattice come in pairs: without and with the site `a`
    rw [gutzwiller_insert hc g ha, ih, Finset.sum_powerset_insert ha, Finset.mul_sum,
      ← Finset.sum_add_distrib]
    refine Finset.sum_congr rfl (fun S hS => ?_)
    have haS : a ∉ S := fun h => ha (Finset.mem_powerset.mp hS h)
    have h0 : siteProj D S a = 1 - D a := if_neg haS
    have h1 : siteProj D (insert a S) a = D a := if_pos (Finset.mem_insert_self a S)
    rw [configProj_insert hc ha, configProj_insert hc ha, configProj_outside hc ha, h0, h1,
      Finset.prod_insert haS, siteFactor]
    simp only [add_mul, sub_mul, one_mul, smul_mul_assoc, mul_smul_comm]
    module
```

If all g_i equal g, the product over S is g^|S|.

```lean
/-- For commuting `D i`, the Gutzwiller factor with a single parameter `g` is the sum of
`g ^ |S| P_S` over all configurations `S` of the sites. -/
theorem gutzwiller_expansion (hc : ∀ i j, Commute (D i) (D j)) (g : R) (s : Finset ι) :
    gutzwiller hc (fun _ => g) s = ∑ S ∈ s.powerset, g ^ S.card • configProj hc s S := by
  simpa only [Finset.prod_const] using gutzwiller_site_expansion hc (fun _ => g) s
```

At g = 0 only S = ∅ survives, and the factor becomes ∏ᵢ (1 − D_i), which is full Gutzwiller projection. At g = 1 the factor is 1, so the P_S add up to the identity.

For two sites and g = 1/2, the unsorted product is

1 − D₁/2 − D₂/2 + D₁D₂/4.

With both sites doubly occupied this gives 1 − 1/2 − 1/2 + 1/4 = 1/4. The sorted form gives (1/2)² = 1/4 from a single term; the other configurations have weights 1, 1/2 and 1/2.

## What idempotence adds

A site is either doubly occupied or not, so D_i has only the values 0 and 1. The algebraic form of this is D_i² = D_i, the hypothesis `hD`. Then

D_i D_i = D_i and D_i (1 − D_i) = D_i − D_i² = 0.

Moving D_i past the factors of the other sites until it meets its own gives, for i ∈ s,

D_i P_S = P_S if i ∈ S, and D_i P_S = 0 otherwise.

The induction follows the same route: either the added site is i itself, or D_i commutes past its factor.

```lean
/-- For commuting idempotents and a site `i` in `s`, `D i` leaves `P_S` unchanged if `i` lies in
`S`, and annihilates it otherwise. -/
theorem mul_configProj (hc : ∀ i j, Commute (D i) (D j)) (hD : ∀ i, D i * D i = D i)
    {s : Finset ι} {i : ι} (hi : i ∈ s) (S : Finset ι) :
    D i * configProj hc s S = if i ∈ S then configProj hc s S else 0 := by
  induction s using Finset.induction_on with
  | empty => simp at hi
  | insert a s ha ih =>
    rw [configProj_insert hc ha]
    rcases Finset.mem_insert.mp hi with rfl | his
    · by_cases h : i ∈ S
      · rw [siteProj, if_pos h, if_pos h, ← mul_assoc, hD]
      · rw [siteProj, if_neg h, if_neg h, ← mul_assoc, mul_sub, mul_one, hD, sub_self,
          zero_mul]
    · -- move `D i` past the factor of the other site
      have hcomm : D i * siteProj D S a = siteProj D S a * D i := by
        unfold siteProj
        split_ifs
        · exact (hc i a).eq
        · exact ((Commute.one_right _).sub_right (hc i a)).eq
      rw [← mul_assoc, hcomm, mul_assoc, ih his]
      split_ifs
      · rfl
      · exact mul_zero _
```

Since D_i also commutes with P_S, it follows that P_S P_T = 0 for different S, T ⊆ s. The proofs below do not need this.

A single site factor now acts on P_S as a number,

(1 + (g_i − 1) D_i) P_S = g_i P_S if i ∈ S, and P_S otherwise.

Applying the factors of a region t ⊆ s one after another gives

F(t) P_S = (∏_{i ∈ t ∩ S} g_i) P_S.

A partial Gutzwiller factor therefore sees only the doubly occupied sites in its own region.

```lean
/-- For commuting idempotents, the Gutzwiller factor of a region `t` of the lattice `s`
multiplies `P_S` by the product of `g i` over the sites of `S` in that region. -/
theorem gutzwiller_mul_configProj (hc : ∀ i j, Commute (D i) (D j))
    (hD : ∀ i, D i * D i = D i) (g : ι → R) {s t : Finset ι} (ht : t ⊆ s) (S : Finset ι) :
    gutzwiller hc g t * configProj hc s S = (∏ i ∈ t ∩ S, g i) • configProj hc s S := by
  induction t using Finset.induction_on with
  | empty => simp [gutzwiller_empty]
  | insert a t ha ih =>
    have has : a ∈ s := ht (Finset.mem_insert_self a t)
    rw [gutzwiller_insert hc g ha, mul_assoc, ih ((Finset.subset_insert a t).trans ht),
      mul_smul_comm, siteFactor, add_mul, one_mul, smul_mul_assoc,
      mul_configProj hc hD has]
    by_cases h : a ∈ S
    · rw [if_pos h, Finset.insert_inter_of_mem h, Finset.prod_insert (by simp [ha])]
      module
    · rw [if_neg h, Finset.insert_inter_of_notMem h, smul_zero, add_zero]
```

## Counting doubly occupied sites

Let N = ∑_{i ∈ s} D_i. Each site in S contributes one copy of P_S and each other site contributes nothing, so

N P_S = |S| P_S.

The powers follow by induction. For n = 0 the claim is 1 = ∑_S P_S, which is the expansion at g = 1. For the next power,

N^(n+1) = N ∑_S |S|^n P_S = ∑_S |S|^(n+1) P_S.

```lean
/-- For commuting idempotents, the `n`-th power of the counting operator `∑ D i` is the sum
of `|S| ^ n P_S` over all configurations `S`. -/
theorem count_pow (hc : ∀ i j, Commute (D i) (D j)) (hD : ∀ i, D i * D i = D i)
    (s : Finset ι) (n : ℕ) :
    (∑ i ∈ s, D i) ^ n = ∑ S ∈ s.powerset, (S.card : R) ^ n • configProj hc s S := by
  induction n with
  | zero =>
    -- at `g = 1` the Gutzwiller factor is the identity
    have h1 : gutzwiller hc (fun _ => (1 : R)) s = 1 := by
      induction s using Finset.induction_on with
      | empty => exact gutzwiller_empty hc _
      | insert a s ha ih => rw [gutzwiller_insert hc _ ha, ih]; simp [siteFactor]
    rw [gutzwiller_expansion] at h1
    simpa only [one_pow, pow_zero] using h1.symm
  | succ n ih =>
    rw [pow_succ', ih, Finset.mul_sum]
    refine Finset.sum_congr rfl (fun S hS => ?_)
    -- the counting operator multiplies `P_S` by `|S|`
    have hcount : (∑ i ∈ s, D i) * configProj hc s S = (S.card : R) • configProj hc s S := by
      rw [Finset.sum_mul, Finset.sum_congr rfl (fun i hi => mul_configProj hc hD hi S),
        Finset.sum_ite_mem, Finset.inter_eq_right.mpr (Finset.mem_powerset.mp hS),
        Finset.sum_const, Nat.cast_smul_eq_nsmul R]
    rw [mul_smul_comm, hcount, smul_smul, pow_succ]
```

## The exponential form

The Gutzwiller factor is often written as exp(−η N), where η is the penalty per doubly occupied site in the exponent and g = exp(−η). Inserting the powers of N gives

∑_n (−η)^n/n! · N^n = ∑_S [∑_n (−η|S|)^n/n!] P_S = ∑_S exp(−η|S|) P_S = ∑_S g^|S| P_S.

The two sums may be exchanged because there are finitely many configurations; this is `hasSum_sum` in the proof. The bracket is the ordinary scalar exponential series, and `h.smul_const` attaches P_S to it.

The theorem takes a real algebra with continuous addition and scaling, which includes complex matrices regarded as a real algebra. `HasSum` says that the operator series converges to the Gutzwiller factor. A real η gives only g > 0, so full projection is reached as the limit η → ∞ and not at any finite η.

```lean
/-- For commuting idempotents in a real algebra with continuous addition and scaling, the
exponential series of `-η ∑ D i` converges to the Gutzwiller factor with `g = exp (-η)`. -/
theorem gutzwiller_exponential [Algebra ℝ A] [TopologicalSpace A] [ContinuousAdd A]
    [ContinuousSMul ℝ A] (hc : ∀ i j, Commute (D i) (D j)) (hD : ∀ i, D i * D i = D i)
    (s : Finset ι) (η : ℝ) :
    HasSum (fun n : ℕ => ((-η) ^ n / (n.factorial : ℝ)) • (∑ i ∈ s, D i) ^ n)
      (gutzwiller hc (fun _ => Real.exp (-η)) s) := by
  rw [gutzwiller_expansion]
  simp_rw [count_pow (R := ℝ) hc hD s, Finset.smul_sum]
  refine hasSum_sum (fun S _ => ?_)
  -- in each configuration this is the scalar exponential series at `-η |S|`
  have h : HasSum (fun n : ℕ => (-η * (S.card : ℝ)) ^ n / (n.factorial : ℝ))
      (Real.exp (-η * (S.card : ℝ))) := by
    rw [Real.exp_eq_exp_ℝ, NormedSpace.exp_eq_tsum_div]
    exact (Real.summable_pow_div_factorial _).hasSum
  have he : Real.exp (-η) ^ S.card = Real.exp (-η * (S.card : ℝ)) := by
    rw [mul_comm, Real.exp_nat_mul]
  rw [he]
  convert h.smul_const (configProj hc s S) using 1
  funext n
  rw [smul_smul, mul_pow]
  congr 1
  ring
```

## Diagonal matrices on a finite lattice

A concrete choice of D_i uses one basis vector for each set c of doubly occupied sites. The matrix of site i is diagonal, with entry 1 if i ∈ c and 0 if not. This space has dimension 2^L for L sites, whereas the Fock space of the one-band Hubbard model has dimension 4^L.

```lean
/-- The diagonal matrix on lattice configurations with entry 1 where the configuration
contains the site `i`, and 0 elsewhere. -/
def doubleOcc (i : ι) : Matrix (Finset ι) (Finset ι) ℝ :=
  Matrix.diagonal (fun c => if i ∈ c then 1 else 0)
```

Diagonal matrices commute, and entries 0 and 1 equal their own squares. These matrices therefore satisfy both `hc` and `hD`.

```lean
/-- On a finite lattice the matrices `doubleOcc i` commute pairwise and are idempotent. -/
theorem doubleOcc_witness [Fintype ι] :
    (∀ i j : ι, Commute (doubleOcc i) (doubleOcc j)) ∧
      ∀ i : ι, doubleOcc i * doubleOcc i = doubleOcc i := by
  constructor
  · intro i j
    change doubleOcc i * doubleOcc j = doubleOcc j * doubleOcc i
    simp only [doubleOcc, Matrix.diagonal_mul_diagonal, mul_comm]
  · intro i
    simp [doubleOcc, Matrix.diagonal_mul_diagonal]

end

end GutzwillerExpansion
```

For electrons, D_i is n_{i↑} n_{i↓}, the product of the number operators for spin up and spin down at site i. The step from the theorems to the Hubbard model is to derive commutation and idempotence of these products from the fermionic anticommutation relations; here both properties enter as hypotheses.

```lean
#print axioms GutzwillerExpansion.gutzwiller_mul_configProj
#print axioms GutzwillerExpansion.gutzwiller_exponential
```

```
'GutzwillerExpansion.gutzwiller_mul_configProj' depends on axioms: [propext, Classical.choice, Quot.sound]
'GutzwillerExpansion.gutzwiller_exponential' depends on axioms: [propext, Classical.choice, Quot.sound]
```
